# Anderson's cluster bound on a translation-invariant ring, and why doubling the cluster never worsens it

## Three terms gave a worse bound than two

On a translation-invariant ring of L local terms, the lowest eigenvalue e_k of k consecutive terms gives a lower bound (L/k) e_k to the ground energy e_L. I tried this on the spin-1/2 Heisenberg ring with four sites, h_i = S_i·S_(i+1) and unit coupling, where e_4 = −2. One term gives −3 and two terms give −2, but three terms give about −2.155. Why does a larger cluster do worse, which enlargements are safe, and is the bound even valid when k doesn't divide L?

## Doubling is safe, and k need not divide L

For Hermitian terms carried around the ring by a unitary translation on a finite-dimensional space, and for every k ≥ 1,

(L/k) e_k ≤ e_L,

2 e_k ≤ e_(2k),

(L/k) e_k ≤ (L/2k) e_(2k).

So your three-term bound is valid, merely weaker. The guarantee of no loss stated here is for doubling, and the joining argument below extends it to any whole multiple of k. Three is not a multiple of two, so going from two terms to three is not covered. For such finite lattice models, the result supplies a lower limit to set beside a variational upper one.

**Energies of sums.** Write E(A) for the lowest eigenvalue of a Hermitian matrix A. Since A − E(A)·1 has no negative eigenvalue, every vector x satisfies

⟨x|A|x⟩ ≥ E(A) ⟨x|x⟩.

Let v be a ground state of A + B. Then

E(A+B) ⟨v|v⟩ = ⟨v|A|v⟩ + ⟨v|B|v⟩ ≥ (E(A) + E(B)) ⟨v|v⟩,

and dividing by ⟨v|v⟩ > 0 gives E(A) + E(B) ≤ E(A+B).

**Translated clusters.** Let C(a,k) = h_a + ... + h_(a+k−1), with indices modulo L, so that e_k = E(C(1,k)). Let T be the translation, with T h_i T* = h_(i+1). Then T C(a,k) T* = C(a+1,k). If Av = ev, then (TAT*)(Tv) = e Tv, and T* reverses the step, so A and TAT* have the same eigenvalues. Every translate of the cluster therefore has lowest energy e_k.

**Joining and doubling.** A cluster of m + k terms splits into adjacent pieces:

C(1,m+k) = C(1,m) + C(1+m,k).

Hence e_m + e_k ≤ e_(m+k). Setting m = k gives 2e_k ≤ e_(2k), and multiplying by L/(2k) compares the two bounds. For your ring, joining one term to two gives only e_1 + e_2 = −1.75 ≤ e_3 ≈ −1.616, which does not order e_2/2 and e_3/3. The cause of the loss lies in the spins. Two neighbouring terms share a spin, and their average in the ground state is −0.5. Among three terms the first and last have no spin in common, so both can come close to the singlet value −3/4: they contribute about −0.683 each and the middle term −0.25, an average of about −0.539. This lower average gives the weaker bound.

**The bound for any k.** Repeated joining, starting from e_0 = 0, gives m e_k ≤ e_(mk). Take m = L. A cluster of Lk terms winds k times around the ring, so C(1,Lk) = k C(1,L) and e_(Lk) = k e_L. Therefore

L e_k ≤ e_(Lk) = k e_L,

and division by k gives the bound. Divisibility never enters, because winding lets the pieces overlap while each term is counted k times in all.

**In a calculation.** For the same spin-1/2 Heisenberg model with unit coupling on a ring of 100 spins, two neighbouring terms involve only three spins. Their lowest eigenvalue, −1, comes from an 8 × 8 matrix, since the other 97 spins add only degeneracy. This puts the ring energy at or above −50. Four terms need a 32 × 32 matrix, and by the doubling inequality their bound is no lower than −50. The energy of any normalised trial state of the ring closes the interval from above.

The Lean file proves the general inequalities; the Heisenberg numbers are a separate illustration.

```lean
import Mathlib

open Matrix
open scoped ComplexOrder

namespace AndersonClusterBound

noncomputable section

variable {n : Type*} [Fintype n] [DecidableEq n] {L : ℕ}

/-- The energies of a matrix: its real eigenvalues, each with a nonzero eigenvector. -/
def energies (A : Matrix n n ℂ) : Set ℝ :=
  {e | ∃ v : n → ℂ, v ≠ 0 ∧ A *ᵥ v = (e : ℂ) • v}

/-- The ground energy: the infimum of the energies. -/
def groundEnergy (A : Matrix n n ℂ) : ℝ := sInf (energies A)

/-- The cluster Hamiltonian: the sum of `k` consecutive local terms starting at site `a`. For
`L ≥ 1`, a cluster longer than the ring winds around it and counts terms repeatedly. -/
def cluster (h : ZMod L → Matrix n n ℂ) (a : ZMod L) (k : ℕ) : Matrix n n ℂ :=
  ∑ j ∈ Finset.range k, h (a + (j : ZMod L))

/-- The ground energy `e_k` of the cluster `h_1 + ... + h_k`. -/
def clusterEnergy (h : ZMod L → Matrix n n ℂ) (k : ℕ) : ℝ :=
  groundEnergy (cluster h 1 k)

/-- Hermitian local terms on a ring of `L` sites, each carried to the next by the
unitary translation `T`. -/
structure TranslationInvariant (T : Matrix n n ℂ) (h : ZMod L → Matrix n n ℂ) : Prop where
  herm : ∀ i, (h i).IsHermitian
  unitary : T ∈ Matrix.unitaryGroup n ℂ
  shift : ∀ i, T * h i * Tᴴ = h (i + 1)

/-- The eigenvalues supplied by the spectral theorem for a Hermitian matrix are energies. -/
theorem eigenvalue_mem_energies {A : Matrix n n ℂ} (hA : A.IsHermitian) (j : n) :
    hA.eigenvalues j ∈ energies A := by
  refine ⟨(hA.eigenvectorBasis j).ofLp, fun h0 => ?_, ?_⟩
  · exact hA.eigenvectorBasis.orthonormal.ne_zero j (by ext i; exact congrFun h0 i)
  · ext i
    exact (congrFun (hA.mulVec_eigenvectorBasis j) i).trans (by simp)

/-- On a nonzero finite-dimensional space, the ground energy of a Hermitian matrix is
its lowest eigenvalue. -/
theorem groundEnergy_isLeast [Nonempty n] {A : Matrix n n ℂ} (hA : A.IsHermitian) :
    IsLeast (energies A) (groundEnergy A) := by
  -- the energies are roots of the characteristic polynomial, hence finite in number
  have hfin : (energies A).Finite := by
    have hroots := (Polynomial.finite_setOfPred_isRoot A.charpoly_monic.ne_zero).preimage
      (Complex.ofReal_injective.injOn)
    refine hroots.subset ?_
    rintro e ⟨v, hv, hev⟩
    change A.charpoly.eval (e : ℂ) = 0
    rw [Matrix.eval_charpoly]
    refine Matrix.exists_mulVec_eq_zero_iff.mp ⟨v, hv, ?_⟩
    ext i
    simp [Matrix.sub_mulVec, hev]
  have hne : (energies A).Nonempty :=
    ⟨_, eigenvalue_mem_energies hA (Classical.arbitrary n)⟩
  exact ⟨hne.csInf_mem hfin, fun e he => csInf_le hfin.bddBelow he⟩

/-- Variational principle: for a Hermitian matrix, the ground energy times the squared norm
of any state is at most the unnormalised expectation value in that state. -/
theorem groundEnergy_le_expectation [Nonempty n] {A : Matrix n n ℂ} (hA : A.IsHermitian)
    (x : n → ℂ) :
    groundEnergy A * (star x ⬝ᵥ x).re ≤ (star x ⬝ᵥ A *ᵥ x).re := by
  have hB : (A - (groundEnergy A : ℂ) • (1 : Matrix n n ℂ)).IsHermitian := by
    unfold Matrix.IsHermitian
    rw [conjTranspose_sub, conjTranspose_smul, hA.eq]
    simp
  -- after subtracting the ground energy no eigenvalue is negative
  have hpsd := hB.posSemidef_iff_eigenvalues_nonneg.mpr (fun j => by
    obtain ⟨v, hv, hev⟩ := eigenvalue_mem_energies hB j
    have hmem : hB.eigenvalues j + groundEnergy A ∈ energies A := by
      refine ⟨v, hv, ?_⟩
      rw [sub_mulVec, smul_mulVec, one_mulVec, sub_eq_iff_eq_add] at hev
      rw [hev, Complex.ofReal_add, add_smul]
    have hle := (groundEnergy_isLeast hA).2 hmem
    change 0 ≤ hB.eigenvalues j
    linarith)
  have h := hpsd.dotProduct_mulVec_nonneg x
  rw [sub_mulVec, smul_mulVec, one_mulVec, dotProduct_sub, dotProduct_smul] at h
  have h' := (Complex.le_def.mp h).1
  simp only [Complex.zero_re, Complex.sub_re, smul_eq_mul, Complex.re_ofReal_mul] at h'
  linarith

/-- The ground energy of a sum of two Hermitian matrices is at least the sum of their
ground energies. -/
theorem groundEnergy_add_le [Nonempty n] {A B : Matrix n n ℂ}
    (hA : A.IsHermitian) (hB : B.IsHermitian) :
    groundEnergy A + groundEnergy B ≤ groundEnergy (A + B) := by
  -- test both parts in the ground state of the sum
  obtain ⟨v, hv, hev⟩ := (groundEnergy_isLeast (hA.add hB)).1
  have ha := groundEnergy_le_expectation hA v
  have hb := groundEnergy_le_expectation hB v
  have hpos : 0 < (star v ⬝ᵥ v).re := by
    obtain ⟨i, hi⟩ := Function.ne_iff.mp hv
    have hn : (star v ⬝ᵥ v).re = ∑ i, Complex.normSq (v i) := by
      simp [dotProduct, Complex.normSq_apply]
    rw [hn]
    exact Finset.sum_pos' (fun j _ => Complex.normSq_nonneg _)
      ⟨i, Finset.mem_univ i, Complex.normSq_pos.mpr hi⟩
  have hsum : (star v ⬝ᵥ A *ᵥ v).re + (star v ⬝ᵥ B *ᵥ v).re
      = groundEnergy (A + B) * (star v ⬝ᵥ v).re := by
    rw [← Complex.add_re, ← dotProduct_add, ← add_mulVec, hev, dotProduct_smul,
      smul_eq_mul, Complex.re_ofReal_mul]
  refine le_of_mul_le_mul_right ?_ hpos
  rw [add_mul]
  linarith

/-- A unitary change of basis leaves the ground energy unchanged. -/
theorem groundEnergy_conj {U : Matrix n n ℂ} (hU : U ∈ Matrix.unitaryGroup n ℂ)
    (A : Matrix n n ℂ) : groundEnergy (U * A * Uᴴ) = groundEnergy A := by
  have h1 : Uᴴ * U = 1 := Matrix.mem_unitaryGroup_iff'.mp hU
  have h2 : U * Uᴴ = 1 := Matrix.mem_unitaryGroup_iff.mp hU
  -- eigenvectors are carried along by the transformation
  have sub : ∀ V B : Matrix n n ℂ, Vᴴ * V = 1 → energies B ⊆ energies (V * B * Vᴴ) := by
    rintro V B hV e ⟨v, hv, hev⟩
    refine ⟨V *ᵥ v, fun h0 => hv ?_, ?_⟩
    · calc v = (Vᴴ * V) *ᵥ v := by rw [hV, one_mulVec]
        _ = 0 := by rw [← mulVec_mulVec, h0, mulVec_zero]
    · rw [mulVec_mulVec, mul_assoc, hV, mul_one, ← mulVec_mulVec, hev, mulVec_smul]
  have back : Uᴴ * (U * A * Uᴴ) * Uᴴᴴ = A := by
    rw [conjTranspose_conjTranspose]
    calc Uᴴ * (U * A * Uᴴ) * U = (Uᴴ * U) * A * (Uᴴ * U) := by simp only [mul_assoc]
      _ = A := by rw [h1, one_mul, mul_one]
  have h := sub Uᴴ (U * A * Uᴴ) (by rwa [conjTranspose_conjTranspose])
  rw [back] at h
  unfold groundEnergy
  rw [Set.Subset.antisymm h (sub U A h1)]

/-- In a translation-invariant ring every cluster is Hermitian, and translating a cluster
by `m` sites leaves its ground energy unchanged. -/
theorem cluster_translate {T : Matrix n n ℂ} {h : ZMod L → Matrix n n ℂ}
    (H : TranslationInvariant T h) (k : ℕ) :
    (∀ a, (cluster h a k).IsHermitian) ∧
      ∀ m : ℕ, groundEnergy (cluster h (1 + (m : ZMod L)) k) = clusterEnergy h k := by
  refine ⟨fun a => ?_, fun m => ?_⟩
  · unfold Matrix.IsHermitian cluster
    rw [conjTranspose_sum]
    exact Finset.sum_congr rfl fun j _ => (H.herm _).eq
  · induction m with
    | zero => simp [clusterEnergy]
    | succ m ih =>
      rw [← ih, ← groundEnergy_conj H.unitary (cluster h (1 + (m : ZMod L)) k)]
      refine congrArg groundEnergy ?_
      simp only [cluster, Finset.mul_sum, Finset.sum_mul, H.shift]
      refine Finset.sum_congr rfl fun j _ => congrArg h ?_
      push_cast
      ring

/-- In a translation-invariant ring, joining adjacent clusters of `m` and `k` terms gives a ground
energy no lower than the sum of the two cluster energies. -/
theorem clusterEnergy_superadditive [Nonempty n] {T : Matrix n n ℂ}
    {h : ZMod L → Matrix n n ℂ} (H : TranslationInvariant T h) (m k : ℕ) :
    clusterEnergy h m + clusterEnergy h k ≤ clusterEnergy h (m + k) := by
  have hsplit : cluster h 1 (m + k) = cluster h 1 m + cluster h (1 + (m : ZMod L)) k := by
    simp only [cluster, Finset.sum_range_add, Nat.cast_add, add_assoc]
  have hadd := groundEnergy_add_le ((cluster_translate H m).1 1)
    ((cluster_translate H k).1 (1 + (m : ZMod L)))
  rw [(cluster_translate H k).2 m, ← hsplit] at hadd
  exact hadd

/-- Anderson bound: in a translation-invariant ring of `L` sites, the energy of a cluster of `k ≥ 1`
local terms, scaled by `L / k`, is a lower bound to the ground energy of the ring. -/
theorem anderson_bound [Nonempty n] {T : Matrix n n ℂ} {h : ZMod L → Matrix n n ℂ}
    (H : TranslationInvariant T h) {k : ℕ} (hk : 0 < k) :
    (L : ℝ) / k * clusterEnergy h k ≤ clusterEnergy h L := by
  -- a chain of `m` clusters has at least `m` times the cluster energy
  have chain : ∀ m : ℕ, (m : ℝ) * clusterEnergy h k ≤ clusterEnergy h (m * k) := by
    intro m
    induction m with
    | zero =>
      have h0 : groundEnergy (0 : Matrix n n ℂ) = 0 := by
        obtain ⟨v, hv, hev⟩ := (groundEnergy_isLeast (A := (0 : Matrix n n ℂ))
          Matrix.isHermitian_zero).1
        rw [zero_mulVec] at hev
        exact_mod_cast (smul_eq_zero.mp hev.symm).resolve_right hv
      simp [clusterEnergy, cluster, h0]
    | succ m ih =>
      have hs := clusterEnergy_superadditive H (m * k) k
      rw [Nat.succ_mul]
      push_cast
      linarith
  -- winding `m` times around the ring gives `m` copies of the full Hamiltonian
  have wind : ∀ m : ℕ, cluster h 1 (m * L) = (m : ℂ) • cluster h 1 L := by
    intro m
    induction m with
    | zero => simp [cluster]
    | succ m ih =>
      have hs : cluster h 1 (m * L + L) = cluster h 1 (m * L) + cluster h 1 L := by
        simp [cluster, Finset.sum_range_add]
      rw [Nat.succ_mul, hs, ih, Nat.cast_succ, add_smul, one_smul]
  have hupper : clusterEnergy h (L * k) ≤ k * clusterEnergy h L := by
    obtain ⟨v, hv, hev⟩ := (groundEnergy_isLeast ((cluster_translate H L).1 1)).1
    refine (groundEnergy_isLeast ((cluster_translate H (L * k)).1 1)).2 ⟨v, hv, ?_⟩
    rw [mul_comm L k, wind, smul_mulVec, hev, smul_smul, clusterEnergy,
      Complex.ofReal_mul, Complex.ofReal_natCast]
  have hk' : (0 : ℝ) < k := by exact_mod_cast hk
  rw [div_mul_eq_mul_div, div_le_iff₀ hk']
  linarith [chain L]

/-- In a translation-invariant ring, doubling a cluster of `k ≥ 1` terms at least doubles its ground
energy in the sense `2 e_k ≤ e_(2k)`, and never worsens the Anderson bound. -/
theorem doubling_improves_bound [Nonempty n] {T : Matrix n n ℂ}
    {h : ZMod L → Matrix n n ℂ} (H : TranslationInvariant T h) {k : ℕ} (hk : 0 < k) :
    2 * clusterEnergy h k ≤ clusterEnergy h (2 * k) ∧
      (L : ℝ) / k * clusterEnergy h k
        ≤ (L : ℝ) / (2 * k : ℕ) * clusterEnergy h (2 * k) := by
  have hd : 2 * clusterEnergy h k ≤ clusterEnergy h (2 * k) := by
    have hs := clusterEnergy_superadditive H k k
    rw [← two_mul, ← two_mul] at hs
    exact hs
  refine ⟨hd, ?_⟩
  have hk' : (k : ℝ) ≠ 0 := by exact_mod_cast hk.ne'
  calc (L : ℝ) / k * clusterEnergy h k
      = (L : ℝ) / (2 * k : ℕ) * (2 * clusterEnergy h k) := by
        push_cast
        field_simp
    _ ≤ (L : ℝ) / (2 * k : ℕ) * clusterEnergy h (2 * k) :=
        mul_le_mul_of_nonneg_left hd (by positivity)

/-- The Pauli matrices `σx` and `σy` are the local terms of a translation-invariant ring of two
sites, with an explicit unitary exchanging them. Both act on the same two-dimensional space, so this
is an algebraic instance and not a ring of two spins. -/
theorem pauliRing_witness :
    TranslationInvariant (L := 2) !![0, 1; Complex.I, 0]
      (fun i => if i = 0 then !![0, 1; 1, 0] else !![0, -Complex.I; Complex.I, 0]) := by
  have hz : ∀ i : ZMod 2, i = 0 ∨ i = 1 := by decide
  have h10 : (1 : ZMod 2) ≠ 0 := by decide
  have h11 : (1 + 1 : ZMod 2) = 0 := by decide
  refine ⟨fun i => ?_, ?_, fun i => ?_⟩
  · refine Matrix.IsHermitian.ext fun a b => ?_
    rcases hz i with rfl | rfl <;> fin_cases a <;> fin_cases b <;> simp [h10]
  · rw [Matrix.mem_unitaryGroup_iff]
    ext a b
    fin_cases a <;> fin_cases b <;>
      simp [Matrix.mul_apply, Fin.sum_univ_succ, Matrix.star_apply]
  · rcases hz i with rfl | rfl <;> ext a b <;> fin_cases a <;> fin_cases b <;>
      simp [h10, h11, Matrix.mul_apply, Fin.sum_univ_succ]

end

end AndersonClusterBound
```

```lean
#print axioms AndersonClusterBound.anderson_bound
#print axioms AndersonClusterBound.doubling_improves_bound
```

```
'AndersonClusterBound.anderson_bound' depends on axioms: [propext, Classical.choice, Quot.sound]
'AndersonClusterBound.doubling_improves_bound' depends on axioms: [propext, Classical.choice, Quot.sound]
```

**What the statements say.** The type `n` labels a basis of the Hilbert space of the whole ring, and every local term is a complex matrix on that space. `ZMod L` supplies the cyclic site labels. The structure `TranslationInvariant T h` contains the three physical assumptions: each term is Hermitian, `T` is unitary, and conjugation by `T` moves each term one site along. Neither a tensor-product structure nor a finite range of interaction is required. The reduction to a few spins above uses the structure of the Heisenberg model in addition.

`energies A` is the set of real eigenvalues with nonzero eigenvectors, and `groundEnergy A` is its infimum. `groundEnergy_isLeast` shows that for a Hermitian matrix on a nonzero space (`[Nonempty n]`) this infimum is the lowest eigenvalue. `cluster h a k` is C(a,k), and `clusterEnergy h k` is e_k with the cluster starting at site 1, so `clusterEnergy h L` is the ground energy of the ring.

`anderson_bound` is the first inequality displayed at the start of this answer, and `doubling_improves_bound` contains the other two. Both assume `0 < k`, a cluster with at least one term, but neither k ≤ L nor 2k ≤ L. For L ≥ 1, the cluster with k = L is the whole ring, and a longer one repeats terms. The value L = 0 is also allowed: the labels are then the integers, and the Anderson bound reads 0 ≤ 0.

The theorems concern finite matrices and exact lowest eigenvalues. They do not treat infinite-dimensional local spaces or the limit of an infinite ring, and they do not say how close the bound lies to e_L.

`pauliRing_witness` gives a small instance with non-commuting terms: σx and σy as the two terms of a ring with L = 2, exchanged by an explicit unitary. Both act on the same two-dimensional space, so this checks that the assumptions can be met and does not model a ring of two spins.

**How the lemmas fit together.** `eigenvalue_mem_energies` takes eigenvalues from the spectral theorem, so the set of energies is nonempty. `groundEnergy_isLeast` adds that they are roots of the characteristic polynomial and hence finite in number, so the infimum is attained.

`groundEnergy_le_expectation` is the variational principle. It shows that the shifted matrix is positive semidefinite by checking its eigenvalues. The expectation value there is unnormalised, which is why the squared norm `(star x ⬝ᵥ x).re` multiplies the ground energy; for a normalised state this factor is 1. `groundEnergy_add_le` applies the principle to both parts in the ground state of the sum, and `le_of_mul_le_mul_right` cancels the positive squared norm.

In `groundEnergy_conj`, the local statement `sub` carries eigenvectors through a unitary. Using it for `U` and for `Uᴴ` gives equality of the two sets of energies. `cluster_translate` repeats this one site at a time by induction, and also shows that clusters are Hermitian. `clusterEnergy_superadditive` splits the sum with `Finset.sum_range_add` and combines these results.

Inside `anderson_bound`, `chain` proves m e_k ≤ e_(mk) by induction, and `wind` identifies m turns around the ring with m copies of its Hamiltonian. For `hupper`, the ring's ground state is an eigenvector of the wound cluster with eigenvalue k e_L, so e_(Lk) ≤ k e_L; this half of the equality is enough. The final `linarith` joins it to `chain L`. `doubling_improves_bound` sets both lengths equal in the superadditivity theorem and multiplies by the nonnegative factor L/(2k).
